# Metal s, p and d orbitals have zero overlap with the a2 alkyne combination in C3v symmetry

If one ligand in a threefold complex is misoriented or has the wrong phase, the computed a2 combination of ligand orbitals can pick up a nonzero overlap with the metal d shell. Unless the correct value is known to be zero, this error can pass for bonding.

## Zero up to degree two, nonzero at degree three

Put the metal at the origin, the threefold axis along \(z\) and the first alkyne of W(CO)(alkyne)₃ in the \(xz\) plane. Let \(p(x,y,z)\) be the angular factor of a metal orbital, \(R\) the rotation by \(2\pi/3\) about \(z\), and \(m\) the mirror \(y\to-y\). Write \((Mp)(v)=p(Mv)\). Let \(S(p)\) be the overlap with the first alkyne's π orbital that is odd under \(m\), at a fixed metal radial factor. Then

\[ S(p)+S(Rp)+S(R^2p)=0 \quad\text{if } \deg p\le 2 . \]

The left side is the overlap with the a2 combination, the equal-phase sum of the three rotated π orbitals. Here a2 means unchanged by \(R\) and odd under \(m\). The cubic \(3x^2y-y^3\) has this symmetry too and can overlap.

## The a2 row of an overlap matrix

In a one-electron model with ideal C3v geometry and only s, p and d functions on the metal, the a2 combination stays purely on the ligands. A code can test this by adding each metal function's overlaps with the three π orbitals that are odd under the mirror plane through their own alkyne, taken as rotated copies of one another with equal phase, and requiring the sum to vanish within tolerance. Of the seven metal f functions, only \(3x^2y-y^3\) has a2 symmetry and must be left out of the test.

As a small instance, replace the π orbital by two points: \(S(p)=p(1,1,0)-p(1,-1,0)\). For \(p=xy\), the three terms are \(2\), \(-1\) and \(-1\), with sum zero. For \(3x^2y-y^3\), each term is \(2-(-2)=4\), so the sum is \(12\), or \(4\sqrt3\) with the usual prefactor \(1/\sqrt3\) for the ligand combination.

## From nodal planes to a vanishing overlap

Let \(p\) have degree below \(n\), be invariant under rotation by \(2\pi/n\) and be odd under \(m\). Set \(\delta=\pi/n\).

1. Take \(v\) at azimuth \(k\delta\). The mirror sends it to \(-k\delta\), and \(k\) rotations bring it back. Hence \(p(v)=p(mv)=-p(v)\), so \(p(v)=0\) (`nodal_plane`).

2. Let \(\alpha=\pi/2-\delta/2\) and \(a\ne0\). At any height \(z\), the line
\[ (x,y)=a(\cos\alpha,\sin\alpha)+t(-\sin\alpha,\cos\alpha) \]
meets the planes \(k=0,\dots,n-1\) at \(t=a\tan(k\delta-\alpha)\). The angles \(k\delta-\alpha\) lie in \((-\pi/2,\pi/2)\), where the tangent is injective, so these are \(n\) distinct zeros. Along the line \(p\) is a polynomial in \(t\) of degree below \(n\) (`exists_line`), hence zero.

3. Let \(\ell=x\cos\alpha+y\sin\alpha\). Every point with \(\ell\ne0\) lies on such a line, so \(p\,\ell\) vanishes everywhere and is the zero polynomial. Since \(\ell\) is not zero, \(p=0\) (`eq_zero_of_degree_lt`). The case \(n=3\) is `no_a2_spd`.

4. Now let \(p\) be any polynomial of degree at most 2, and set \(q=p+Rp+R^2p\). Since \(R^3=1\) and \(RmR=m\), both \(q\) and \(mq\) are invariant under \(R\). Thus \(q-mq\) is invariant under \(R\), odd under \(m\) and of degree at most 2, so it is zero. Applying \(S\) gives \(0=S(q)-S(mq)=2S(q)\), and \(S(q)\) is the total overlap (`ligandOverlap_spd`).

In Lean 4 with Mathlib:

```lean
import Mathlib

open MvPolynomial
open scoped Matrix Real

namespace AlkyneLigandField

noncomputable section

/-- Angular factors of metal orbitals: real polynomials in x, y, z. -/
abbrev AngularPoly := MvPolynomial (Fin 3) ℝ

/-- The linear substitution v ↦ M v in an angular factor. -/
def act (M : Matrix (Fin 3) (Fin 3) ℝ) : AngularPoly →ₐ[ℝ] AngularPoly :=
  aeval fun i => ∑ j, C (M i j) * X j

/-- Rotation about the z axis by the angle θ. -/
def rot (θ : ℝ) : Matrix (Fin 3) (Fin 3) ℝ :=
  !![Real.cos θ, -Real.sin θ, 0; Real.sin θ, Real.cos θ, 0; 0, 0, 1]

/-- The mirror operation y ↦ -y. -/
def mirror : Matrix (Fin 3) (Fin 3) ℝ := !![1, 0, 0; 0, -1, 0; 0, 0, 1]

/-- The value of a transformed angular factor at v is the value of the original at M v. -/
theorem eval_act (M : Matrix (Fin 3) (Fin 3) ℝ) (p : AngularPoly) (v : Fin 3 → ℝ) :
    eval v (act M p) = eval (M *ᵥ v) p := by
  unfold act
  induction p using MvPolynomial.induction_on
  next a => simp [MvPolynomial.algebraMap_eq]
  next p q hp hq => simp only [map_add, hp, hq]
  next p i hp =>
    simp only [map_mul, hp, aeval_X, eval_X]
    congr 1
    simp [Matrix.mulVec, dotProduct]

/-- Rotations about the z axis compose by adding their angles. -/
theorem rot_mul (a b : ℝ) : rot a * rot b = rot (a + b) := by
  ext i j
  fin_cases i <;> fin_cases j <;>
    simp [rot, Matrix.mul_apply, Fin.sum_univ_succ, Real.cos_add, Real.sin_add] <;> ring

/-- The rotation about z in Cartesian components. -/
theorem rot_mulVec (θ : ℝ) (v : Fin 3 → ℝ) : rot θ *ᵥ v =
    ![Real.cos θ * v 0 - Real.sin θ * v 1, Real.sin θ * v 0 + Real.cos θ * v 1, v 2] := by
  ext i
  fin_cases i <;> simp [rot, Matrix.mulVec, dotProduct, Fin.sum_univ_succ]
  ring

/-- Along a straight line an angular factor is a one-variable polynomial of no higher degree. -/
theorem exists_line (p : AngularPoly) (a b : Fin 3 → ℝ) : ∃ q : Polynomial ℝ,
    q.natDegree ≤ p.totalDegree ∧ ∀ t, q.eval t = eval (a + t • b) p := by
  refine ⟨aeval (fun i => Polynomial.C (b i) * Polynomial.X + Polynomial.C (a i)) p, ?_, ?_⟩
  · rw [aeval_def, eval₂_eq]
    refine Polynomial.natDegree_sum_le_of_forall_le _ _ (fun d hd => ?_)
    refine le_trans ?_ (le_totalDegree hd)
    change _ ≤ ∑ i ∈ d.support, d i
    refine Polynomial.natDegree_mul_le.trans ?_
    rw [Polynomial.algebraMap_eq, Polynomial.natDegree_C, zero_add]
    refine (Polynomial.natDegree_prod_le _ _).trans (Finset.sum_le_sum fun i _ => ?_)
    exact Polynomial.natDegree_pow_le.trans
      ((Nat.mul_le_mul_left _ Polynomial.natDegree_linear_le).trans (mul_one _).le)
  · intro t
    induction p using MvPolynomial.induction_on
    next c => simp [Polynomial.algebraMap_eq]
    next p q hp hq => simp only [map_add, Polynomial.eval_add, hp, hq]
    next p i hp =>
      simp only [map_mul, Polynomial.eval_mul, hp, aeval_X, eval_X]
      congr 1
      simp
      ring

/-- An angular factor invariant under the rotation by 2π/n about z and odd under y ↦ -y
vanishes on every plane through the z axis at an angle kπ/n to the x axis. -/
theorem nodal_plane (n : ℕ) (p : AngularPoly) (hrot : act (rot (2 * π / n)) p = p)
    (href : act mirror p = -p) (k : ℕ) (r z : ℝ) :
    eval ![r * Real.cos (k * (π / n)), r * Real.sin (k * (π / n)), z] p = 0 := by
  have hk : ∀ (m : ℕ) (v : Fin 3 → ℝ), eval (rot (m * (2 * π / n)) *ᵥ v) p = eval v p := by
    intro m
    induction m with
    | zero =>
      intro v
      have h : rot ((0 : ℕ) * (2 * π / n)) = 1 := by
        ext i j
        fin_cases i <;> fin_cases j <;> simp [rot]
      rw [h, Matrix.one_mulVec]
    | succ m ih =>
      intro v
      have e : ((m + 1 : ℕ) : ℝ) * (2 * π / n) = 2 * π / n + m * (2 * π / n) := by
        push_cast
        ring
      rw [e, ← rot_mul, ← Matrix.mulVec_mulVec, ← eval_act, hrot, ih]
  obtain ⟨φ, hφ⟩ : ∃ φ : ℝ, φ = k * (π / n) := ⟨_, rfl⟩
  have h2 : (k : ℝ) * (2 * π / n) = φ + φ := by rw [hφ]; ring
  rw [← hφ]
  -- the mirror image, rotated by twice the plane's angle, is the original point
  have h1 := eval_act mirror p ![r * Real.cos φ, r * Real.sin φ, z]
  have hm : rot (φ + φ) *ᵥ (mirror *ᵥ ![r * Real.cos φ, r * Real.sin φ, z])
      = ![r * Real.cos φ, r * Real.sin φ, z] := by
    have hw : mirror *ᵥ ![r * Real.cos φ, r * Real.sin φ, z]
        = ![r * Real.cos φ, -(r * Real.sin φ), z] := by
      ext i
      fin_cases i <;> simp [mirror, Matrix.mulVec, dotProduct, Fin.sum_univ_succ]
    have e1 : Real.cos (φ + φ) * (r * Real.cos φ) - Real.sin (φ + φ) * -(r * Real.sin φ)
        = r * Real.cos φ := by
      rw [Real.cos_add, Real.sin_add]
      linear_combination r * Real.cos φ * Real.sin_sq_add_cos_sq φ
    have e2 : Real.sin (φ + φ) * (r * Real.cos φ) + Real.cos (φ + φ) * -(r * Real.sin φ)
        = r * Real.sin φ := by
      rw [Real.cos_add, Real.sin_add]
      linear_combination r * Real.sin φ * Real.sin_sq_add_cos_sq φ
    rw [hw, rot_mulVec]
    change ![Real.cos (φ + φ) * (r * Real.cos φ) - Real.sin (φ + φ) * -(r * Real.sin φ),
      Real.sin (φ + φ) * (r * Real.cos φ) + Real.cos (φ + φ) * -(r * Real.sin φ), z] = _
    rw [e1, e2]
  have h3 := hk k (mirror *ᵥ ![r * Real.cos φ, r * Real.sin φ, z])
  rw [h2, hm, ← h1, href, map_neg] at h3
  linarith

/-- An angular factor of degree below n that is invariant under the n-fold rotation about z
and odd under y ↦ -y is zero. -/
theorem eq_zero_of_degree_lt (n : ℕ) (p : AngularPoly) (hdeg : p.totalDegree < n)
    (hrot : act (rot (2 * π / n)) p = p) (href : act mirror p = -p) : p = 0 := by
  have hn : (0 : ℝ) < n := by exact_mod_cast (Nat.zero_le _).trans_lt hdeg
  obtain ⟨δ, hδ⟩ : ∃ δ : ℝ, δ = π / n := ⟨_, rfl⟩
  have hδ0 : 0 < δ := by rw [hδ]; exact div_pos Real.pi_pos hn
  have hnδ : n * δ = π := by rw [hδ]; exact mul_div_cancel₀ _ hn.ne'
  obtain ⟨α, hα⟩ : ∃ α : ℝ, α = π / 2 - δ / 2 := ⟨_, rfl⟩
  have hcs := Real.sin_sq_add_cos_sq α
  have hI : ∀ k : Fin n, ((k : ℕ) : ℝ) * δ - α ∈ Set.Ioo (-(π / 2)) (π / 2) := by
    intro k
    have h1 : ((k : ℕ) : ℝ) + 1 ≤ n := by exact_mod_cast k.isLt
    have h0 : 0 ≤ ((k : ℕ) : ℝ) * δ := by positivity
    have h2 := mul_le_mul_of_nonneg_right h1 hδ0.le
    exact ⟨by linarith, by linarith⟩
  -- a line at distance a from the axis meets the n nodal planes in n distinct points
  have key : ∀ a t z : ℝ, a ≠ 0 → eval ![a * Real.cos α - t * Real.sin α,
      a * Real.sin α + t * Real.cos α, z] p = 0 := by
    intro a t z ha
    obtain ⟨q, hq, hqe⟩ := exists_line p ![a * Real.cos α, a * Real.sin α, z]
      ![-Real.sin α, Real.cos α, 0]
    have hv : ∀ t : ℝ, ![a * Real.cos α, a * Real.sin α, z] + t • ![-Real.sin α, Real.cos α, 0]
        = ![a * Real.cos α - t * Real.sin α, a * Real.sin α + t * Real.cos α, z] := by
      intro t
      ext i
      fin_cases i <;> simp
      ring
    have q0 : q = 0 := by
      refine Polynomial.eq_zero_of_natDegree_lt_card_of_eval_eq_zero q
        (f := fun k : Fin n => a * Real.tan (((k : ℕ) : ℝ) * δ - α)) ?_ ?_
        (by simpa using hq.trans_lt hdeg)
      · intro i j hij
        have h1 := Real.injOn_tan (hI i) (hI j) (mul_left_cancel₀ ha hij)
        have h2 : ((i : ℕ) : ℝ) = (j : ℕ) := mul_right_cancel₀ hδ0.ne' (by linarith)
        exact Fin.ext (by exact_mod_cast h2)
      · intro k
        obtain ⟨ψ, hψ⟩ : ∃ ψ : ℝ, ψ = ((k : ℕ) : ℝ) * δ - α := ⟨_, rfl⟩
        have hc : Real.cos ψ ≠ 0 := by rw [hψ]; exact (Real.cos_pos_of_mem_Ioo (hI k)).ne'
        obtain ⟨r, hr⟩ : ∃ r, r * Real.cos ψ = a := ⟨a / Real.cos ψ, div_mul_cancel₀ _ hc⟩
        have ht := Real.tan_mul_cos hc
        have h := nodal_plane n p hrot href k r z
        have hk : ((k : ℕ) : ℝ) * δ = ψ + α := by rw [hψ]; ring
        rw [← hδ, hk, Real.cos_add, Real.sin_add] at h
        change q.eval (a * Real.tan (((k : ℕ) : ℝ) * δ - α)) = 0
        rw [← hψ, hqe, hv]
        have e1 : a * Real.cos α - a * Real.tan ψ * Real.sin α
            = r * (Real.cos ψ * Real.cos α - Real.sin ψ * Real.sin α) := by
          linear_combination (-Real.cos α + Real.sin α * Real.tan ψ) * hr - Real.sin α * r * ht
        have e2 : a * Real.sin α + a * Real.tan ψ * Real.cos α
            = r * (Real.sin ψ * Real.cos α + Real.cos ψ * Real.sin α) := by
          linear_combination (-Real.sin α - Real.cos α * Real.tan ψ) * hr + Real.cos α * r * ht
        rw [e1, e2]
        exact h
    have h := hqe t
    rw [q0, hv, Polynomial.eval_zero] at h
    exact h.symm
  -- a linear factor takes care of the points with a = 0
  have hL : p * (C (Real.cos α) * X 0 + C (Real.sin α) * X 1) = 0 := by
    apply MvPolynomial.funext
    intro v
    simp only [map_mul, map_add, eval_C, eval_X, map_zero]
    by_cases ha : Real.cos α * v 0 + Real.sin α * v 1 = 0
    · rw [ha, mul_zero]
    · have h := key _ (Real.cos α * v 1 - Real.sin α * v 0) (v 2) ha
      have e1 : (Real.cos α * v 0 + Real.sin α * v 1) * Real.cos α
          - (Real.cos α * v 1 - Real.sin α * v 0) * Real.sin α = v 0 := by
        linear_combination v 0 * hcs
      have e2 : (Real.cos α * v 0 + Real.sin α * v 1) * Real.sin α
          + (Real.cos α * v 1 - Real.sin α * v 0) * Real.cos α = v 1 := by
        linear_combination v 1 * hcs
      have hv : ![v 0, v 1, v 2] = v := by
        ext i
        fin_cases i <;> rfl
      rw [e1, e2, hv] at h
      rw [h, zero_mul]
  rcases mul_eq_zero.mp hL with h | h
  · exact h
  · exfalso
    have h2 := congrArg (eval ![Real.cos α, Real.sin α, 0]) h
    simp only [map_add, map_mul, eval_C, eval_X, map_zero] at h2
    have h3 : Real.cos α * Real.cos α + Real.sin α * Real.sin α = 0 := h2
    nlinarith

/-- No nonzero angular factor of degree at most 2 is invariant under the threefold rotation
about z and odd under y ↦ -y. -/
theorem no_a2_spd (p : AngularPoly) (hdeg : p.totalDegree ≤ 2)
    (hrot : act (rot (2 * π / 3)) p = p) (href : act mirror p = -p) : p = 0 :=
  eq_zero_of_degree_lt 3 p (by omega) (by rw [Nat.cast_ofNat]; exact hrot) href

/-- The cubic angular factor 3x²y - y³. -/
def fOrbital : AngularPoly := C 3 * X 0 ^ 2 * X 1 - X 1 ^ 3

/-- The factor 3x²y - y³ is nonzero, homogeneous of degree 3, invariant under the threefold
rotation about z and odd under y ↦ -y. -/
theorem fOrbital_a2 : fOrbital ≠ 0 ∧ fOrbital.IsHomogeneous 3 ∧
    act (rot (2 * π / 3)) fOrbital = fOrbital ∧ act mirror fOrbital = -fOrbital := by
  have hf : ∀ w : Fin 3 → ℝ, eval w fOrbital = 3 * w 0 ^ 2 * w 1 - w 1 ^ 3 := by
    intro w
    simp [fOrbital]
  refine ⟨fun h => ?_, ?_, ?_, ?_⟩
  · have h1 := hf ![1, 1, 0]
    rw [h, map_zero] at h1
    norm_num at h1
  · have h1 : (C 3 * X 0 ^ 2 * X 1 : AngularPoly).IsHomogeneous 3 :=
      ((isHomogeneous_C _ _).mul ((isHomogeneous_X ℝ 0).pow 2)).mul (isHomogeneous_X ℝ 1)
    have h2 : (X 1 ^ 3 : AngularPoly).IsHomogeneous 3 := (isHomogeneous_X ℝ 1).pow 3
    exact h1.sub h2
  · have hc : Real.cos (2 * π / 3) = -(1 / 2) := by
      rw [show 2 * π / 3 = π - π / 3 by ring, Real.cos_pi_sub, Real.cos_pi_div_three]
    have hs := Real.sin_sq_add_cos_sq (2 * π / 3)
    rw [hc] at hs
    apply MvPolynomial.funext
    intro v
    rw [eval_act, rot_mulVec, hf, hf, hc]
    generalize Real.sin (2 * π / 3) = s at hs ⊢
    change 3 * (-(1 / 2) * v 0 - s * v 1) ^ 2 * (s * v 0 + -(1 / 2) * v 1)
      - (s * v 0 + -(1 / 2) * v 1) ^ 3 = _
    linear_combination (-s * (v 0 ^ 3 - 3 * v 0 * v 1 ^ 2)
      + 3 / 2 * (3 * v 0 ^ 2 * v 1 - v 1 ^ 3)) * hs
  · simp [act, fOrbital, mirror, Fin.sum_univ_succ]
    ring

/-- Overlap of an angular factor with the equal-phase sum of three ligand orbitals related by
the threefold rotation, where S is the overlap with the first of them. -/
def ligandOverlap (S : AngularPoly →ₗ[ℝ] ℝ) (p : AngularPoly) : ℝ :=
  S p + S (act (rot (2 * π / 3)) p) + S (act (rot (2 * π / 3)) (act (rot (2 * π / 3)) p))

/-- If the overlap S with one alkyne orbital changes sign under y ↦ -y, the equal-phase sum of
the three rotated alkyne orbitals has zero overlap with every angular factor of degree at
most 2. -/
theorem ligandOverlap_spd (S : AngularPoly →ₗ[ℝ] ℝ) (hS : ∀ p, S (act mirror p) = -S p)
    (p : AngularPoly) (hp : p.totalDegree ≤ 2) : ligandOverlap S p = 0 := by
  unfold ligandOverlap
  have hR3 : rot (2 * π / 3) * (rot (2 * π / 3) * rot (2 * π / 3)) = 1 := by
    rw [rot_mul, rot_mul, show 2 * π / 3 + (2 * π / 3 + 2 * π / 3) = 2 * π by ring]
    ext i j
    fin_cases i <;> fin_cases j <;> simp [rot]
  have hRmR : ∀ θ, rot θ * (mirror * rot θ) = mirror := by
    intro θ
    ext i j
    fin_cases i <;> fin_cases j <;>
      simp [rot, mirror, Matrix.mul_apply, Fin.sum_univ_succ] <;>
      nlinarith [Real.sin_sq_add_cos_sq θ]
  have hmm : mirror * mirror = 1 := by
    ext i j
    fin_cases i <;> fin_cases j <;> simp [mirror, Matrix.mul_apply, Fin.sum_univ_succ]
  have hRm := hRmR (2 * π / 3)
  generalize hR : rot (2 * π / 3) = R at hR3 hRm ⊢
  have hcube : act R (act R (act R p)) = p := by
    apply MvPolynomial.funext
    intro v
    have h : R *ᵥ (R *ᵥ (R *ᵥ v)) = (R * (R * R)) *ᵥ v := by
      simp only [Matrix.mulVec_mulVec]
    rw [eval_act, eval_act, eval_act, h, hR3, Matrix.one_mulVec]
  -- substitution by a matrix does not raise the degree
  have hact : ∀ (M : Matrix (Fin 3) (Fin 3) ℝ) (f : AngularPoly),
      f.totalDegree ≤ 2 → (act M f).totalDegree ≤ 2 := by
    intro M f hf
    refine le_trans ?_ hf
    unfold act
    rw [aeval_def, eval₂_eq]
    refine totalDegree_finsetSum_le fun d hd => ?_
    refine le_trans ?_ (le_totalDegree hd)
    change _ ≤ ∑ i ∈ d.support, d i
    refine (totalDegree_mul _ _).trans ?_
    rw [MvPolynomial.algebraMap_eq, totalDegree_C, zero_add]
    refine (totalDegree_finsetProd _ _).trans (Finset.sum_le_sum fun i _ => ?_)
    have h : (∑ j, C (M i j) * X j : AngularPoly).totalDegree ≤ 1 :=
      totalDegree_finsetSum_le fun j _ => (totalDegree_mul _ _).trans (by simp)
    exact (totalDegree_pow _ _).trans ((Nat.mul_le_mul_left _ h).trans (mul_one _).le)
  obtain ⟨q, hq⟩ : ∃ q, q = p + act R p + act R (act R p) := ⟨_, rfl⟩
  have hqd : q.totalDegree ≤ 2 := by
    rw [hq]
    exact (totalDegree_add _ _).trans (max_le ((totalDegree_add _ _).trans
      (max_le hp (hact R p hp))) (hact R _ (hact R p hp)))
  have hRq : act R q = q := by
    rw [hq]
    simp only [map_add, hcube]
    abel
  have hRmq : act R (act mirror q) = act mirror q := by
    have h : act R (act mirror (act R q)) = act mirror q := by
      apply MvPolynomial.funext
      intro v
      have h : R *ᵥ (mirror *ᵥ (R *ᵥ v)) = (R * (mirror * R)) *ᵥ v := by
        simp only [Matrix.mulVec_mulVec]
      rw [eval_act, eval_act, eval_act, eval_act, h, hRm]
    rwa [hRq] at h
  have hmmq : act mirror (act mirror q) = q := by
    apply MvPolynomial.funext
    intro v
    rw [eval_act, eval_act, Matrix.mulVec_mulVec, hmm, Matrix.one_mulVec]
  -- the antisymmetrised sum has a2 symmetry and degree at most 2
  have hz : q - act mirror q = 0 := no_a2_spd _
    ((totalDegree_sub _ _).trans (max_le hqd (hact mirror q hqd)))
    (by rw [hR, map_sub, hRq, hRmq]) (by rw [map_sub, hmmq, neg_sub])
  have h := congrArg S hz
  rw [map_sub, hS, map_zero] at h
  have h2 : S q = S p + S (act R p) + S (act R (act R p)) := by rw [hq, map_add, map_add]
  linarith

/-- A two-lobe model of an alkyne orbital: the value at (1, 1, 0) minus that at (1, -1, 0). -/
def lobes : AngularPoly →ₗ[ℝ] ℝ where
  toFun p := eval ![1, 1, 0] p - eval ![1, -1, 0] p
  map_add' p q := by
    simp only [map_add]
    ring
  map_smul' c p := by
    simp only [smul_eval, RingHom.id_apply, smul_eq_mul]
    ring

/-- The two-lobe overlap changes sign under y ↦ -y, and the sum over its three rotated copies
has overlap 12 with 3x²y - y³. -/
theorem ligandOverlap_witness :
    (∀ p, lobes (act mirror p) = -lobes p) ∧ ligandOverlap lobes fOrbital = 12 := by
  constructor
  · intro p
    have h1 : mirror *ᵥ ![1, 1, 0] = ![1, -1, 0] := by
      ext i
      fin_cases i <;> simp [mirror, Matrix.mulVec, dotProduct, Fin.sum_univ_succ]
    have h2 : mirror *ᵥ ![1, -1, 0] = ![1, 1, 0] := by
      ext i
      fin_cases i <;> simp [mirror, Matrix.mulVec, dotProduct, Fin.sum_univ_succ]
    change eval ![1, 1, 0] (act mirror p) - eval ![1, -1, 0] (act mirror p)
      = -(eval ![1, 1, 0] p - eval ![1, -1, 0] p)
    rw [eval_act, eval_act, h1, h2]
    ring
  · have h : lobes fOrbital = 4 := by
      norm_num [lobes, fOrbital]
    unfold ligandOverlap
    rw [fOrbital_a2.2.2.1, fOrbital_a2.2.2.1, h]
    norm_num

end

end AlkyneLigandField
```

```lean
#print axioms AlkyneLigandField.ligandOverlap_spd
-- 'AlkyneLigandField.ligandOverlap_spd' depends on axioms: [propext, Classical.choice, Quot.sound]
```

## Symmetry assumed, vanishing overlap proved

An `AngularPoly` is a real polynomial in three variables, and `act M p` is \(Mp\) above, as `eval_act` confirms. `ligandOverlap_spd` holds for every real linear functional `S` satisfying `hS`, the sign change under the mirror. That hypothesis stands for a π orbital antisymmetric about the mirror plane \(y=0\), which contains the first alkyne and the threefold axis; it is not derived from an overlap integral.

`fOrbital_a2` shows that the degree bound is sharp for \(n=3\), and `ligandOverlap_witness` gives the value 12 for the unnormalised two-point model.

The equal-phase sum in `ligandOverlap` builds in exact threefold symmetry. A distorted geometry is not covered, and neither are orbital energies or the electron count of the complex.
